# Axial spin-orbit coupling or strain splits an orbital doublet with spin 1/2 into two doublets

## Four states of a colour centre

The negatively charged silicon-vacancy centre in diamond has a ground state with two degenerate orbitals and spin 1/2, hence four states. Spin-orbit coupling splits these four states even in an unstrained crystal, and strain changes the splitting. When both act at once, how far apart are the levels, and how many states does each contain?

Take two real orbitals $e_x, e_y$ as the orbital basis and the symmetry axis of the centre as the spin quantisation axis. Write $s_x, s_y, s_z$ for the Pauli matrices, with the orbital factor first and the spin factor second in a tensor product. The Hamiltonian is

$$H = \tfrac{L}{2}\, s_y\otimes s_z + a\, s_z\otimes 1 + b\, s_x\otimes 1 .$$

In the real basis the orbital angular momentum along the axis is proportional to $s_y$, and the spin component is $s_z/2$. The real number $L$ is therefore an effective axial spin-orbit coupling. The term in $a$ makes the two orbitals unequal in energy and the term in $b$ mixes them. Both can describe strain or a static Jahn-Teller distortion, and neither acts on the spin. All three parameters are energies.

## Levels, degeneracies and splitting

Let $E=\sqrt{L^2/4+a^2+b^2}$. If $H\neq 0$, then $H$ has exactly two eigenvalues, $E$ and $-E$. Each has a two-dimensional eigenspace, and their separation is

$$2E=\sqrt{L^2+4a^2+4b^2}.$$

In Lean, `hamiltonian L a b` is a complex matrix indexed by `Fin 2 × Fin 2`, the pairs of orbital and spin labels, and `⊗ₖ` is the Kronecker product. The number $E$ is `level L a b`. The theorem `two_doublets` has four parts:

- The first two say that the eigenspaces at $E$ and $-E$ have dimension 2. Here `Matrix.toLin'` turns the matrix into a linear map, and `Module.finrank` is the dimension over the complex numbers.
- The third says that any complex $\mu$ with a nonzero eigenvector is $E$ or $-E$.
- The fourth gives the splitting.

The hypothesis `hH` says that the matrix is not zero, which means that at least one of $L,a,b$ is nonzero. Without any coupling, all four states sit at zero energy.

A second result concerns $S=s_y\otimes s_z$, called `spinOrbit`. If $v$ and $w$ both satisfy the eigenvalue equation with the same real energy $\mu$, then

$$2\mu\,\langle v|S|w\rangle = L\,\langle v|w\rangle .$$

The expression `star v ⬝ᵥ w` is the inner product $\langle v|w\rangle$, conjugate-linear in $v$. The vectors need not be normalised.

The model has no magnetic field, no transverse spin-orbit coupling, no vibrational dynamics and no mixing with other electronic states. A common energy shift is also left out; it would move both levels equally.

Within this four-state model, a splitting taken from a spectrum or from an electronic-structure calculation fixes only the combination $L^2+4a^2+4b^2$. The splitting equals $|L|$ when $a=b=0$, and at fixed $L$ it grows with $a^2+b^2$.

## The square of the Hamiltonian

Each of the matrices $s_y\otimes s_z$, $s_z\otimes1$ and $s_x\otimes1$ squares to the identity. Their products in the two orders are

$$\begin{aligned}
(s_y\otimes s_z)(s_z\otimes1)&=i\,s_x\otimes s_z, & (s_z\otimes1)(s_y\otimes s_z)&=-i\,s_x\otimes s_z,\\
(s_y\otimes s_z)(s_x\otimes1)&=-i\,s_z\otimes s_z, & (s_x\otimes1)(s_y\otimes s_z)&=i\,s_z\otimes s_z,\\
(s_z\otimes1)(s_x\otimes1)&=i\,s_y\otimes1, & (s_x\otimes1)(s_z\otimes1)&=-i\,s_y\otimes1.
\end{aligned}$$

Each pair sums to zero, so the cross terms in $H^2$ cancel and

$$H^2=\left(\tfrac{L^2}{4}+a^2+b^2\right)1=E^2\,1 .$$

If $Hv=\mu v$ with $v\neq0$, applying $H$ again gives $\mu^2v=E^2v$. Hence $(\mu-E)(\mu+E)=0$, and $\mu=\pm E$.

## Counting the states with a trace

If $E=0$, the three squares under the root vanish, so $L=a=b=0$ and $H=0$. For nonzero $H$ we can therefore divide by $E$ and define

$$P=\tfrac12\left(1+\tfrac{H}{E}\right).$$

Then $HP=\tfrac12(H+E\,1)=EP$, so $P$ sends every vector into the eigenspace at $E$. If $Hv=Ev$, then $Pv=v$. Thus $P$ is a projector onto that eigenspace, and its trace is the dimension of the eigenspace.

Since $\operatorname{Tr}(X\otimes Y)=\operatorname{Tr}X\,\operatorname{Tr}Y$ and every orbital factor in $H$ is traceless, $\operatorname{Tr}H=0$. Therefore

$$\operatorname{Tr}P=\tfrac12(4+0)=2 .$$

Replacing $E$ by $-E$ gives dimension 2 for the other level.

## Strain quenches the spin-orbit operator within a level

The strain terms anticommute with $S$, and $S^2=1$, so

$$HS+SH=\tfrac L2\,(2S^2)=L\,1 .$$

Take this between two states $v,w$ of energy $\mu$. Since $H$ is Hermitian and $\mu$ is real, $H$ gives $\mu$ when it acts on the bra as well as on the ket. The left side becomes $2\mu\langle v|S|w\rangle$ and the right side $L\langle v|w\rangle$.

For nonzero $H$ and a normalised state in the level $\mu=\pm E$, this reads

$$\langle v|S|v\rangle=\frac{L}{2\mu}=\pm\frac{L}{\sqrt{L^2+4a^2+4b^2}} .$$

At fixed nonzero $L$, its magnitude is 1 when $a=b=0$ and falls towards zero as $a^2+b^2$ grows.

## The Lean file

```lean
import Mathlib

open scoped Matrix Kronecker

namespace ColourCentreDoublet

noncomputable section

/-- The Pauli matrix `sx`. -/
def sx : Matrix (Fin 2) (Fin 2) ℂ := !![0, 1; 1, 0]

/-- The Pauli matrix `sy`. -/
def sy : Matrix (Fin 2) (Fin 2) ℂ := !![0, -Complex.I; Complex.I, 0]

/-- The Pauli matrix `sz`. -/
def sz : Matrix (Fin 2) (Fin 2) ℂ := !![1, 0; 0, -1]

/-- The axial spin-orbit operator `sy ⊗ sz` on orbital doublet times spin. -/
def spinOrbit : Matrix (Fin 2 × Fin 2) (Fin 2 × Fin 2) ℂ := sy ⊗ₖ sz

/-- The Hamiltonian of an orbital doublet with spin: spin-orbit coupling `L` and
two strain couplings `a` and `b`. -/
def hamiltonian (L a b : ℝ) : Matrix (Fin 2 × Fin 2) (Fin 2 × Fin 2) ℂ :=
  ((L / 2 : ℝ) : ℂ) • spinOrbit + (a : ℂ) • (sz ⊗ₖ (1 : Matrix (Fin 2) (Fin 2) ℂ))
    + (b : ℂ) • (sx ⊗ₖ (1 : Matrix (Fin 2) (Fin 2) ℂ))

/-- The energy `sqrt (L²/4 + a² + b²)`. -/
def level (L a b : ℝ) : ℝ := √(L ^ 2 / 4 + a ^ 2 + b ^ 2)

/-- The multiplication table of the Pauli matrices. -/
theorem pauli_products :
    (sx * sx = 1 ∧ sy * sy = 1 ∧ sz * sz = 1) ∧
    (sx * sy = Complex.I • sz ∧ sy * sx = (-Complex.I) • sz) ∧
    (sy * sz = Complex.I • sx ∧ sz * sy = (-Complex.I) • sx) ∧
    (sz * sx = Complex.I • sy ∧ sx * sz = (-Complex.I) • sy) := by
  refine ⟨⟨?_, ?_, ?_⟩, ⟨?_, ?_⟩, ⟨?_, ?_⟩, ⟨?_, ?_⟩⟩ <;> ext i j <;>
    fin_cases i <;> fin_cases j <;>
    simp [sx, sy, sz, Matrix.mul_apply, Fin.sum_univ_succ]

/-- The square of the Hamiltonian is `L²/4 + a² + b²` times the identity. -/
theorem hamiltonian_sq (L a b : ℝ) :
    hamiltonian L a b * hamiltonian L a b
      = ((L ^ 2 / 4 + a ^ 2 + b ^ 2 : ℝ) : ℂ) • 1 := by
  obtain ⟨⟨xx, yy, zz⟩, ⟨xy, yx⟩, ⟨yz, zy⟩, ⟨zx, xz⟩⟩ := pauli_products
  -- the three terms anticommute, so only their squares survive
  simp only [hamiltonian, spinOrbit, add_mul, mul_add, Matrix.smul_mul, Matrix.mul_smul,
    ← Matrix.mul_kronecker_mul, xx, yy, zz, xy, yx, yz, zy, zx, xz, mul_one, one_mul,
    Matrix.smul_kronecker, Matrix.one_kronecker_one]
  push_cast
  module

/-- The Hamiltonian is traceless. -/
theorem hamiltonian_trace (L a b : ℝ) : (hamiltonian L a b).trace = 0 := by
  simp [hamiltonian, spinOrbit, Matrix.trace_add, Matrix.trace_smul,
    Matrix.trace_kronecker, Matrix.trace_fin_two, sx, sy, sz]

/-- The Hamiltonian is Hermitian. -/
theorem hamiltonian_isHermitian (L a b : ℝ) : (hamiltonian L a b)ᴴ = hamiltonian L a b := by
  have hx : sxᴴ = sx := by
    ext i j; fin_cases i <;> fin_cases j <;> simp [sx]
  have hy : syᴴ = sy := by
    ext i j; fin_cases i <;> fin_cases j <;> simp [sy]
  have hz : szᴴ = sz := by
    ext i j; fin_cases i <;> fin_cases j <;> simp [sz]
  simp only [hamiltonian, spinOrbit, Matrix.conjTranspose_add, Matrix.conjTranspose_smul,
    Matrix.conjTranspose_kronecker, Matrix.conjTranspose_one, hx, hy, hz,
    Complex.star_def, Complex.conj_ofReal]

/-- If a traceless matrix squares to `E²` times the identity with `E ≠ 0`, its eigenspace
at `E` has half the dimension of the whole space. -/
theorem two_mul_finrank_eigenspace {n : Type*} [Fintype n] [DecidableEq n]
    (A : Matrix n n ℂ) (E : ℂ) (hE : E ≠ 0) (hsq : A * A = E ^ 2 • (1 : Matrix n n ℂ))
    (htr : A.trace = 0) :
    2 * Module.finrank ℂ (Module.End.eigenspace (Matrix.toLin' A) E) = Fintype.card n := by
  -- the spectral projector onto the level `E`
  obtain ⟨P, hP⟩ : ∃ P : Matrix n n ℂ, P = (1 / 2 : ℂ) • (1 + E⁻¹ • A) := ⟨_, rfl⟩
  have hAP : A * P = E • P := by
    rw [hP]
    simp only [Matrix.mul_smul, mul_add, mul_one, hsq]
    match_scalars <;> field_simp
  have hproj : LinearMap.IsProj (Module.End.eigenspace (Matrix.toLin' A) E)
      (Matrix.toLin' P) := by
    refine ⟨fun x => ?_, fun x hx => ?_⟩
    · rw [Module.End.mem_eigenspace_iff]
      have h := congrArg (fun M => Matrix.toLin' M x) hAP
      simp only [Matrix.toLin'_mul, map_smul, LinearMap.comp_apply,
        LinearMap.smul_apply] at h
      exact h
    · rw [Module.End.mem_eigenspace_iff] at hx
      rw [hP]
      simp only [map_smul, map_add, Matrix.toLin'_one, LinearMap.smul_apply,
        LinearMap.add_apply, LinearMap.id_apply, hx, smul_smul, inv_mul_cancel₀ hE, one_smul]
      module
  -- the trace of a projector is the dimension of its range
  have ht := hproj.trace
  rw [LinearMap.trace_eq_matrix_trace ℂ (Pi.basisFun ℂ n), LinearMap.toMatrix_eq_toMatrix',
    LinearMap.toMatrix'_toLin', hP] at ht
  simp only [Matrix.trace_smul, Matrix.trace_add, Matrix.trace_one, htr, smul_eq_mul] at ht
  have h2 : ((2 * Module.finrank ℂ (Module.End.eigenspace (Matrix.toLin' A) E) : ℕ) : ℂ)
      = (Fintype.card n : ℂ) := by
    push_cast
    linear_combination -2 * ht
  exact_mod_cast h2

/-- A nonzero Hamiltonian has exactly two levels, at plus and minus `level L a b`; each is
doubly degenerate, and they are split by `sqrt (L² + 4a² + 4b²)`. -/
theorem two_doublets (L a b : ℝ) (hH : hamiltonian L a b ≠ 0) :
    Module.finrank ℂ (Module.End.eigenspace (Matrix.toLin' (hamiltonian L a b))
      (level L a b : ℂ)) = 2 ∧
    Module.finrank ℂ (Module.End.eigenspace (Matrix.toLin' (hamiltonian L a b))
      (-(level L a b : ℂ))) = 2 ∧
    (∀ (μ : ℂ) (v : Fin 2 × Fin 2 → ℂ), v ≠ 0 → hamiltonian L a b *ᵥ v = μ • v →
      μ = level L a b ∨ μ = -(level L a b : ℂ)) ∧
    level L a b - (-level L a b) = √(L ^ 2 + 4 * a ^ 2 + 4 * b ^ 2) := by
  have hsq : hamiltonian L a b * hamiltonian L a b = (level L a b : ℂ) ^ 2 • 1 := by
    rw [hamiltonian_sq, ← Complex.ofReal_pow, level, Real.sq_sqrt (by positivity)]
  have hE : (level L a b : ℂ) ≠ 0 := by
    intro h
    have h0 : level L a b = 0 := by exact_mod_cast h
    rw [level, Real.sqrt_eq_zero (by positivity)] at h0
    have hL : L ^ 2 = 0 := by linarith [sq_nonneg L, sq_nonneg a, sq_nonneg b]
    have ha : a ^ 2 = 0 := by linarith [sq_nonneg L, sq_nonneg a, sq_nonneg b]
    have hb : b ^ 2 = 0 := by linarith [sq_nonneg L, sq_nonneg a, sq_nonneg b]
    rw [pow_eq_zero_iff two_ne_zero] at hL ha hb
    exact hH (by simp [hamiltonian, hL, ha, hb])
  have hc : Fintype.card (Fin 2 × Fin 2) = 4 := by simp
  have hp := two_mul_finrank_eigenspace _ _ hE hsq (hamiltonian_trace L a b)
  have hm := two_mul_finrank_eigenspace (hamiltonian L a b) (-(level L a b : ℂ))
    (neg_ne_zero.mpr hE) (by rw [neg_sq]; exact hsq) (hamiltonian_trace L a b)
  refine ⟨by omega, by omega, fun μ v hv0 hv => ?_, ?_⟩
  · -- applying the Hamiltonian twice fixes the square of the energy
    have h := congrArg (fun M => Matrix.toLin' M v) hsq
    simp only [Matrix.toLin'_mul, map_smul, LinearMap.comp_apply, LinearMap.smul_apply,
      Matrix.toLin'_one, LinearMap.id_apply, Matrix.toLin'_apply, hv, smul_smul] at h
    have h2 : μ * μ = (level L a b : ℂ) ^ 2 := smul_left_injective ℂ hv0 h
    have h3 : (μ - level L a b) * (μ + level L a b) = 0 := by linear_combination h2
    rcases mul_eq_zero.mp h3 with h4 | h4
    · exact Or.inl (sub_eq_zero.mp h4)
    · exact Or.inr (eq_neg_of_add_eq_zero_left h4)
  · have h4 : L ^ 2 + 4 * a ^ 2 + 4 * b ^ 2 = 2 ^ 2 * (L ^ 2 / 4 + a ^ 2 + b ^ 2) := by ring
    rw [h4, Real.sqrt_mul (by positivity), Real.sqrt_sq (by norm_num), level]
    ring

/-- The anticommutator of the Hamiltonian with the spin-orbit operator is `L` times the
identity. -/
theorem anticommutator_spinOrbit (L a b : ℝ) :
    hamiltonian L a b * spinOrbit + spinOrbit * hamiltonian L a b = (L : ℂ) • 1 := by
  obtain ⟨⟨xx, yy, zz⟩, ⟨xy, yx⟩, ⟨yz, zy⟩, ⟨zx, xz⟩⟩ := pauli_products
  simp only [hamiltonian, spinOrbit, add_mul, mul_add, Matrix.smul_mul, Matrix.mul_smul,
    ← Matrix.mul_kronecker_mul, yy, zz, xy, yx, yz, zy, mul_one, one_mul,
    Matrix.smul_kronecker, Matrix.one_kronecker_one]
  push_cast
  module

/-- Between two states `v`, `w` of the same energy `μ`, the matrix element of the spin-orbit
operator times `2μ` equals `L` times their overlap. -/
theorem spinOrbit_within_level (L a b μ : ℝ) (v w : Fin 2 × Fin 2 → ℂ)
    (hv : hamiltonian L a b *ᵥ v = (μ : ℂ) • v) (hw : hamiltonian L a b *ᵥ w = (μ : ℂ) • w) :
    2 * (μ : ℂ) * (star v ⬝ᵥ spinOrbit *ᵥ w) = L * (star v ⬝ᵥ w) := by
  -- the Hamiltonian acts to the left on the bra
  have hl : star v ᵥ* hamiltonian L a b = (μ : ℂ) • star v := by
    have h := Matrix.star_mulVec (hamiltonian L a b) v
    rw [hv, hamiltonian_isHermitian, star_smul, Complex.star_def, Complex.conj_ofReal] at h
    exact h.symm
  have h1 : star v ⬝ᵥ (hamiltonian L a b * spinOrbit) *ᵥ w
      = μ * (star v ⬝ᵥ spinOrbit *ᵥ w) := by
    rw [← Matrix.mulVec_mulVec,
      Matrix.dotProduct_mulVec (star v) (hamiltonian L a b) (spinOrbit *ᵥ w), hl,
      smul_dotProduct, smul_eq_mul]
  have h2 : star v ⬝ᵥ (spinOrbit * hamiltonian L a b) *ᵥ w
      = μ * (star v ⬝ᵥ spinOrbit *ᵥ w) := by
    rw [← Matrix.mulVec_mulVec, hw, Matrix.mulVec_smul, dotProduct_smul, smul_eq_mul]
  have h3 : ((L : ℂ) • (1 : Matrix (Fin 2 × Fin 2) (Fin 2 × Fin 2) ℂ)) *ᵥ w
      = (L : ℂ) • w := by
    rw [← Matrix.toLin'_apply, map_smul, Matrix.toLin'_one]
    rfl
  have h := congrArg (fun M => star v ⬝ᵥ M *ᵥ w) (anticommutator_spinOrbit L a b)
  simp only [Matrix.add_mulVec, dotProduct_add, h1, h2, h3, dotProduct_smul,
    smul_eq_mul] at h
  linear_combination h

end

end ColourCentreDoublet
```

```lean
#print axioms ColourCentreDoublet.two_doublets
#print axioms ColourCentreDoublet.spinOrbit_within_level
```

```
'ColourCentreDoublet.two_doublets' depends on axioms: [propext, Classical.choice, Quot.sound]
'ColourCentreDoublet.spinOrbit_within_level' depends on axioms: [propext, Classical.choice, Quot.sound]
```

## How the proof follows the algebra

The theorem `pauli_products` checks the multiplication table entry by entry. In `hamiltonian_sq`, the rewrite with `Matrix.mul_kronecker_mul` multiplies orbital factors with orbital factors and spin factors with spin factors. The table then evaluates each product, and `module` collects the coefficients, which is where the cross terms cancel. `hamiltonian_trace` uses the product rule for the trace of a Kronecker product.

The counting argument is `two_mul_finrank_eigenspace`. It is stated for a traceless complex matrix $A$ of any finite size with $A^2=E^2\,1$ and $E\neq0$, where $E$ may be complex and $A$ need not be Hermitian. The step `hAP` is the identity $AP=EP$. The step `hproj` establishes the two properties of the projector: its values lie in the eigenspace, and it fixes every vector there. Then `hproj.trace` equates the trace with the dimension. The conclusion is written as twice the dimension equals the matrix size, which keeps it an equation between natural numbers.

In `two_doublets`, `hsq` rewrites the square of the Hamiltonian in terms of `level L a b`, and `hE` shows that this level is nonzero by the argument with three squares. The counting lemma is applied once at $E$ and once at $-E$; with four basis states, `omega` reads off dimension 2 each time. To exclude other eigenvalues, the proof applies `hsq` to an eigenvector, cancels the nonzero vector to obtain `h2`, and factors the difference of squares in `h3`. The splitting follows by taking the factor $2^2$ out of the square root.

The last two theorems treat the spin-orbit operator. `anticommutator_spinOrbit` repeats the method used for the square. In `spinOrbit_within_level`, `hl` uses `hamiltonian_isHermitian` to let the Hamiltonian act on the bra. The steps `h1` and `h2` evaluate the two halves of the anticommutator, each giving $\mu\langle v|S|w\rangle$, and `linear_combination` adds them. The result is left without a division by $\mu$, so it also covers the case where $H=0$ and every state has zero energy.
